# The thermally averaged transmission of a parabolic barrier, relative to its classical value, is (u/2)/sin(u/2) for 0 < u = βħω < 2π

A particle in thermal equilibrium approaches a potential barrier whose top is an inverted parabola, V(q) = −½mω²q². Classically it crosses only if its energy E, measured from the barrier top, is positive. Quantum mechanically it can tunnel below the top and be reflected above it. By what factor do these two effects together change the thermal crossing rate, and at which temperatures is that factor finite?

In this one-dimensional, purely parabolic model, the factor is (u/2)/sin(u/2) with u = βħω and β = 1/(k_B · temperature), and the thermal average is finite exactly when u < 2π. The average is normalised so that a classical particle gives 1; it can therefore exceed 1, although no transmission probability does. The factor can serve as a tunnelling correction that multiplies a classical transition-state rate, with ω the magnitude of the imaginary frequency at the saddle point.

```lean
import Mathlib

open MeasureTheory Set
open scoped Real

namespace ParabolicBarrier

noncomputable section
```

## Transmission and thermal average

Write w = ħω for the barrier quantum, an energy, and x = 2πE/w for the reduced energy. The transmission probability of the parabola is

T(x) = 1/(1 + exp(−x)).

This is the quantum-mechanical result for the inverted parabola. It enters here as a definition and is not derived from the Schrödinger equation.

```lean
/-- Transmission probability of a parabolic barrier as a function of the reduced energy `x`. -/
def reducedTransmission (x : ℝ) : ℝ := (1 + Real.exp (-x))⁻¹
```

As a function of the physical energy the transmission is T(2πE/w). In Lean, `w` and `E` are plain real numbers, and ħ appears only through w.

```lean
/-- Transmission probability at energy `E` above the top of a parabolic barrier with
quantum `w = ħω`, for `w > 0`. -/
def transmission (w E : ℝ) : ℝ := reducedTransmission (2 * π * E / w)
```

Let β be the inverse temperature, 1/(k_B · temperature). In one dimension the density of states and the velocity cancel in the incoming flux, so the flux per energy interval is proportional to exp(−βE). The average of a transmission probability P is therefore taken as

⟨P⟩ = β ∫ exp(−βE) P(E) dE,

with E running over the whole real line, because the parabola has no lowest energy.

```lean
/-- Boltzmann average, at inverse temperature `β`, of a transmission probability `P`, with
energies measured from the barrier top. -/
def thermalAverage (β : ℝ) (P : ℝ → ℝ) : ℝ := β * ∫ E, Real.exp (-β * E) * P E
```

## The transmission as an integration variable

The plan is to integrate over the transmission probability instead of the energy. This needs the sign, the slope and the range of T. Since 1 + exp(−x) is positive, so is T(x).

```lean
/-- The transmission probability is positive. -/
theorem reducedTransmission_pos (x : ℝ) : 0 < reducedTransmission x := by
  unfold reducedTransmission
  positivity
```

Multiplying out T(x)(1 + exp(−x)) = 1 gives the reflection probability:

1 − T(x) = T(x) exp(−x).

```lean
/-- The reflection probability is the transmission probability times `exp (-x)`. -/
theorem reflection_eq (x : ℝ) :
    1 - reducedTransmission x = reducedTransmission x * Real.exp (-x) := by
  have h : reducedTransmission x * (1 + Real.exp (-x)) = 1 :=
    inv_mul_cancel₀ (by positivity)
  linear_combination -h
```

Differentiating, and then using this identity,

T′(x) = exp(−x)/(1 + exp(−x))² = T(x) · T(x) exp(−x) = T(x)(1 − T(x)).

In the proof, `h1` differentiates the denominator and `h2` its inverse; the remaining lines rewrite the quotient.

```lean
/-- The slope of the transmission curve is transmission times reflection. -/
theorem hasDerivAt_reducedTransmission (x : ℝ) : HasDerivAt reducedTransmission
    (reducedTransmission x * (1 - reducedTransmission x)) x := by
  have h1 : HasDerivAt (fun y : ℝ => 1 + Real.exp (-y)) (-Real.exp (-x)) x :=
    (((hasDerivAt_neg' x).exp).const_add 1).congr_deriv (by ring)
  have h2 : HasDerivAt reducedTransmission
      (-(-Real.exp (-x)) / (1 + Real.exp (-x)) ^ 2) x := h1.inv (by positivity)
  refine h2.congr_deriv ?_
  rw [reflection_eq, neg_neg, div_eq_mul_inv, ← inv_pow]
  unfold reducedTransmission
  ring
```

If T(x) = T(y), then exp(−x) = exp(−y), so x = y. Both T(x) and 1 − T(x) are positive, so every value lies strictly between 0 and 1. Conversely, for 0 < s < 1 put x = −ln((1 − s)/s). Then

1 + exp(−x) = 1 + (1 − s)/s = 1/s,

and T(x) = s. The theorem states this as injectivity together with the image of the whole line, `univ`, being the open interval `Ioo 0 1`.

```lean
/-- Distinct energies have distinct transmission probabilities, and these fill the open
interval from 0 to 1. -/
theorem reducedTransmission_bijective_onto : Function.Injective reducedTransmission ∧
    reducedTransmission '' univ = Ioo 0 1 := by
  constructor
  · intro x y h
    have h1 := inv_inj.mp h
    have h2 : Real.exp (-x) = Real.exp (-y) := by linarith
    have h3 := Real.exp_injective h2
    linarith
  · ext s
    constructor
    · rintro ⟨x, -, rfl⟩
      have h1 := reflection_eq x
      have h2 := mul_pos (reducedTransmission_pos x) (Real.exp_pos (-x))
      exact ⟨reducedTransmission_pos x, by linarith⟩
    · rintro ⟨h0, h1⟩
      have hp : 0 < (1 - s) / s := div_pos (by linarith) h0
      refine ⟨-Real.log ((1 - s) / s), mem_univ _, ?_⟩
      have h2 : 1 + (1 - s) / s = s⁻¹ := by
        rw [sub_div, div_self h0.ne', one_div]
        ring
      unfold reducedTransmission
      rw [neg_neg, Real.exp_log hp, h2, inv_inv]
```

Euler's beta integral with arguments 1 − a and a is

B(1 − a, a) = ∫₀¹ s^(−a) (1 − s)^(a−1) ds.

Substituting s = T(x) brings in the factor |T′| = T(1 − T), and the new integrand is

T(1 − T) · T^(−a) (1 − T)^(a−1) = T^(1−a) (1 − T)^a = T^(1−a) · T^a exp(−ax) = exp(−ax) T.

The middle step uses 1 − T = T exp(−x). This pointwise identity holds for every real a. Mathlib's beta integral is complex-valued, so `e1` and `e2` first turn the complex powers into real ones; `h4` and `e3` then carry out the calculation above.

```lean
/-- With the transmission probability as integration variable, the Boltzmann-weighted
transmission becomes the integrand of Euler's beta integral. -/
theorem beta_kernel (a x : ℝ) :
    |reducedTransmission x * (1 - reducedTransmission x)| •
      ((reducedTransmission x : ℂ) ^ (((1 - a : ℝ) : ℂ) - 1) *
        (1 - (reducedTransmission x : ℂ)) ^ ((a : ℂ) - 1)) =
      ((Real.exp (-a * x) * reducedTransmission x : ℝ) : ℂ) := by
  have hp := reducedTransmission_pos x
  have hr := reflection_eq x
  have hq : 0 < 1 - reducedTransmission x := by
    rw [hr]
    exact mul_pos hp (Real.exp_pos _)
  set T := reducedTransmission x
  have e1 : (T : ℂ) ^ (((1 - a : ℝ) : ℂ) - 1) = ((T ^ (-a) : ℝ) : ℂ) := by
    rw [Complex.ofReal_cpow hp.le]
    congr 1
    push_cast
    ring
  have e2 : (1 - (T : ℂ)) ^ ((a : ℂ) - 1) = (((1 - T) ^ (a - 1) : ℝ) : ℂ) := by
    rw [Complex.ofReal_cpow hq.le, Complex.ofReal_sub, Complex.ofReal_sub, Complex.ofReal_one]
  have h4 : (1 - T) ^ a = T ^ a * Real.exp (-a * x) := by
    rw [hr, Real.mul_rpow hp.le (Real.exp_pos _).le, ← Real.exp_mul,
      show -x * a = -a * x by ring]
  have hTa : T ^ a ≠ 0 := (Real.rpow_pos_of_pos hp a).ne'
  have e3 : T * (1 - T) * (T ^ (-a) * (1 - T) ^ (a - 1)) = Real.exp (-a * x) * T := by
    rw [Real.rpow_sub_one hq.ne', Real.rpow_neg hp.le, h4]
    calc T * (1 - T) * ((T ^ a)⁻¹ * (T ^ a * Real.exp (-a * x) / (1 - T)))
        = ((T ^ a)⁻¹ * T ^ a) * ((1 - T) * (1 - T)⁻¹) * (Real.exp (-a * x) * T) := by ring
      _ = Real.exp (-a * x) * T := by
        rw [inv_mul_cancel₀ hTa, mul_inv_cancel₀ hq.ne']
        ring
  rw [e1, e2, abs_of_pos (mul_pos hp hq), ← e3, Complex.real_smul]
  simp only [Complex.ofReal_mul]
```

## The integral over reduced energy

For 0 < a < 1 the beta integral converges: s^(−a) is integrable at 0 because a < 1, and (1 − s)^(a−1) is integrable at 1 because a > 0. The substitution carries this convergence to the real line. For the value, use the relation between the beta and Gamma functions and then the reflection formula:

∫ exp(−ax)/(1 + exp(−x)) dx = B(1 − a, a) = Γ(1 − a)Γ(a)/Γ(1) = π/sin(πa).

The two halves of the proof follow these two arguments. In each, `← himg` replaces the interval (0, 1) by the image of the line under T, the change-of-variables theorem moves the integral to the line, and `beta_kernel` simplifies the integrand. Convergence of the beta integral and the reflection formula are taken from Mathlib.

```lean
/-- For `0 < a < 1` the Boltzmann-weighted transmission is integrable over all reduced
energies, and its integral is `π / sin (π a)`. -/
theorem barrier_integral {a : ℝ} (h0 : 0 < a) (h1 : a < 1) :
    Integrable (fun x : ℝ => Real.exp (-a * x) / (1 + Real.exp (-x))) ∧
    ∫ x : ℝ, Real.exp (-a * x) / (1 + Real.exp (-x)) = π / Real.sin (π * a) := by
  have hk : (fun x : ℝ => Real.exp (-a * x) / (1 + Real.exp (-x))) =
      fun x => Real.exp (-a * x) * reducedTransmission x :=
    funext fun x => div_eq_mul_inv _ _
  obtain ⟨hinj, himg⟩ := reducedTransmission_bijective_onto
  have hu : 0 < ((1 - a : ℝ) : ℂ).re := by rw [Complex.ofReal_re]; linarith
  have hv : 0 < (a : ℂ).re := by rwa [Complex.ofReal_re]
  have hd : ∀ x ∈ (univ : Set ℝ), HasDerivWithinAt reducedTransmission
      (reducedTransmission x * (1 - reducedTransmission x)) univ x :=
    fun x _ => (hasDerivAt_reducedTransmission x).hasDerivWithinAt
  rw [hk]
  constructor
  · -- integrability is inherited from the beta integral
    have hb := Complex.betaIntegral_convergent hu hv
    rw [intervalIntegrable_iff_integrableOn_Ioo_of_le (zero_le_one : (0 : ℝ) ≤ 1), ← himg,
      integrableOn_image_iff_integrableOn_abs_deriv_smul MeasurableSet.univ hd hinj.injOn,
      integrableOn_univ] at hb
    simp only [beta_kernel] at hb
    exact hb.re
  · -- the reflection formula evaluates the beta integral
    have hG := Complex.Gamma_mul_Gamma_eq_betaIntegral hu hv
    have hs : ((1 - a : ℝ) : ℂ) + (a : ℂ) = 1 := by push_cast; ring
    rw [hs, Complex.Gamma_one, one_mul] at hG
    have hB : Complex.betaIntegral ((1 - a : ℝ) : ℂ) (a : ℂ) =
        ((π / Real.sin (π * a) : ℝ) : ℂ) := by
      rw [← hG, mul_comm, Complex.ofReal_sub, Complex.ofReal_one,
        Complex.Gamma_mul_Gamma_one_sub]
      push_cast
      rfl
    rw [Complex.betaIntegral, intervalIntegral.integral_of_le (zero_le_one : (0 : ℝ) ≤ 1),
      integral_Ioc_eq_integral_Ioo, ← himg,
      integral_image_eq_integral_abs_deriv_smul MeasurableSet.univ hd hinj.injOn] at hB
    simp only [beta_kernel, Measure.restrict_univ] at hB
    rw [integral_complex_ofReal] at hB
    exact Complex.ofReal_injective hB
```

No other real a gives an integrable function. If a ≤ 0 and x ≥ 0, then exp(−ax) ≥ 1 and exp(−x) ≤ 1, so

exp(−ax)/(1 + exp(−x)) ≥ 1/2.

If a ≥ 1 and x ≤ 0, then exp(−ax) ≥ exp(−x) ≥ 1, so 2 exp(−ax) ≥ 1 + exp(−x), and the same bound holds. In either case the integrand stays at or above 1/2 on a half-line of infinite length. The auxiliary statement `key` says that an integrable function can do so only on a set of finite length, which is the contradiction.

```lean
/-- The Boltzmann-weighted transmission is integrable exactly when `0 < a < 1`. -/
theorem barrier_integrable_iff (a : ℝ) :
    Integrable (fun x : ℝ => Real.exp (-a * x) / (1 + Real.exp (-x))) ↔ 0 < a ∧ a < 1 := by
  refine ⟨fun h => ?_, fun h => (barrier_integral h.1 h.2).1⟩
  -- an integrable function exceeds 1/2 only on a set of finite length
  have key : ∀ s : Set ℝ,
      (∀ x ∈ s, (1 / 2 : ℝ) ≤ Real.exp (-a * x) / (1 + Real.exp (-x))) → volume s < ⊤ :=
    fun s hs => (measure_mono (fun x hx => hs x hx)).trans_lt
      (h.measure_ge_lt_top (by norm_num : (0 : ℝ) < 1 / 2))
  constructor
  · by_contra ha
    have hfin := key (Ici 0) (fun x hx => by
      have hx' : 0 ≤ x := hx
      have h1 : Real.exp (-x) ≤ 1 := Real.exp_le_one_iff.mpr (by linarith)
      have h2 : 1 ≤ Real.exp (-a * x) :=
        Real.one_le_exp (mul_nonneg (by linarith) hx')
      rw [le_div_iff₀ (by positivity)]
      linarith)
    rw [Real.volume_Ici] at hfin
    exact lt_irrefl _ hfin
  · by_contra ha
    have hfin := key (Iic 0) (fun x hx => by
      have hx' : x ≤ 0 := hx
      have h1 : 1 ≤ Real.exp (-x) := Real.one_le_exp (by linarith)
      have h2 : Real.exp (-x) ≤ Real.exp (-a * x) :=
        Real.exp_le_exp.mpr (by nlinarith)
      rw [le_div_iff₀ (by positivity)]
      linarith)
    rw [Real.volume_Iic] at hfin
    exact lt_irrefl _ hfin
```

## Back to temperature and barrier frequency

The prefactor β in the average is fixed by the classical limit. For a step that transmits exactly when E > 0,

β ∫₀^∞ exp(−βE) dE = 1.

An average above 1 therefore means a rate above the classical one. In Lean the step is the indicator function of `Ioi 0`, the open positive half-line.

```lean
/-- A classical particle, transmitted exactly when its energy lies above the barrier top,
has thermal average 1. -/
theorem thermalAverage_classical {β : ℝ} (hβ : 0 < β) :
    thermalAverage β ((Ioi 0).indicator fun _ => 1) = 1 := by
  have hk : (fun E : ℝ => Real.exp (-β * E) * (Ioi (0 : ℝ)).indicator (fun _ => (1 : ℝ)) E) =
      (Ioi (0 : ℝ)).indicator fun E => Real.exp (-(β * E)) := by
    ext E
    by_cases h : 0 < E <;> simp [h]
  have hI := integral_comp_mul_left_Ioi (fun x : ℝ => Real.exp (-x)) 0 hβ
  simp only [mul_zero, integral_exp_neg_Ioi_zero, smul_eq_mul, mul_one] at hI
  unfold thermalAverage
  rw [hk, integral_indicator measurableSet_Ioi, hI, mul_inv_cancel₀ hβ.ne']
```

Now set a = βw/(2π). With x = 2πE/w one has ax = βE, so

exp(−βE) T(2πE/w) = exp(−ax)/(1 + exp(−x)).

```lean
/-- In the reduced energy `2πE/w` the thermal integrand depends on temperature only through
`a = βw/(2π)`. -/
theorem thermal_integrand_eq (β : ℝ) {w : ℝ} (hw : w ≠ 0) (E : ℝ) :
    Real.exp (-β * E) * transmission w E =
      Real.exp (-(β * w / (2 * π)) * (2 * π / w * E)) / (1 + Real.exp (-(2 * π / w * E))) := by
  have hpi := Real.pi_ne_zero
  have h1 : -(β * w / (2 * π)) * (2 * π / w * E) = -β * E := by field_simp
  have h2 : 2 * π / w * E = 2 * π * E / w := by ring
  rw [h1, h2, div_eq_mul_inv]
  rfl
```

Rescaling the variable by a nonzero constant does not affect integrability, so the thermal integral converges exactly when 0 < a < 1. For positive β and w the lower bound is automatic, and the upper one reads

βħω < 2π.

The model thus has a finite average only above the temperature ħω/(2πk_B). Below it, the Boltzmann factor grows faster towards low energies than the transmission decays.

```lean
/-- The thermal integral of the parabolic-barrier transmission converges exactly when
`βħω < 2π`. -/
theorem thermal_integrable_iff {β w : ℝ} (hβ : 0 < β) (hw : 0 < w) :
    Integrable (fun E => Real.exp (-β * E) * transmission w E) ↔ β * w < 2 * π := by
  have hc : 2 * π / w ≠ 0 := by positivity
  rw [funext (thermal_integrand_eq β hw.ne')]
  refine (integrable_comp_mul_left_iff (fun x : ℝ =>
    Real.exp (-(β * w / (2 * π)) * x) / (1 + Real.exp (-x))) hc).trans ?_
  rw [barrier_integrable_iff, div_lt_one (by positivity)]
  exact and_iff_right (by positivity)
```

Let u = βw = 2πa. Since dE = (w/2π) dx,

⟨T⟩ = β · (w/2π) · π/sin(πa) = (u/2)/sin(u/2).

In the proof, `hscale` is the change of variable, `harg` is πa = u/2, and `hS` records that the sine is positive because 0 < u/2 < π. The theorem assumes β > 0, w > 0 and u < 2π, and writes u as `β * w`.

```lean
/-- For `u = βħω < 2π` the thermally averaged transmission of a parabolic barrier is
`(u/2) / sin (u/2)`. -/
theorem thermalAverage_transmission {β w : ℝ} (hβ : 0 < β) (hw : 0 < w)
    (hu : β * w < 2 * π) :
    thermalAverage β (transmission w) = (β * w / 2) / Real.sin (β * w / 2) := by
  have hpi := Real.pi_ne_zero
  have hI := (barrier_integral (a := β * w / (2 * π)) (by positivity)
    ((div_lt_one (by positivity)).mpr hu)).2
  -- rescale the energy by 2π/w
  have hscale : ∫ E : ℝ, Real.exp (-(β * w / (2 * π)) * (2 * π / w * E)) /
      (1 + Real.exp (-(2 * π / w * E))) = |(2 * π / w)⁻¹| •
        ∫ x : ℝ, Real.exp (-(β * w / (2 * π)) * x) / (1 + Real.exp (-x)) :=
    Measure.integral_comp_mul_left (fun x : ℝ =>
      Real.exp (-(β * w / (2 * π)) * x) / (1 + Real.exp (-x))) _
  have harg : π * (β * w / (2 * π)) = β * w / 2 := by field_simp
  have hS : Real.sin (β * w / 2) ≠ 0 :=
    (Real.sin_pos_of_pos_of_lt_pi (by positivity) (by linarith)).ne'
  unfold thermalAverage
  rw [funext (thermal_integrand_eq β hw.ne'), hscale, hI, harg,
    abs_of_pos (by positivity), smul_eq_mul]
  generalize Real.sin (β * w / 2) = S at hS ⊢
  field_simp

end

end ParabolicBarrier
```

```lean
#print axioms ParabolicBarrier.thermalAverage_classical
#print axioms ParabolicBarrier.thermal_integrable_iff
#print axioms ParabolicBarrier.thermalAverage_transmission
```

```
'ParabolicBarrier.thermalAverage_classical' depends on axioms: [propext, Classical.choice, Quot.sound]
'ParabolicBarrier.thermal_integrable_iff' depends on axioms: [propext, Classical.choice, Quot.sound]
'ParabolicBarrier.thermalAverage_transmission' depends on axioms: [propext, Classical.choice, Quot.sound]
```

## Below the limiting temperature: u = 3π

Suppose the condition u < 2π is dropped, and take u = 3π. The formula would give

(3π/2)/sin(3π/2) = −3π/2,

a negative average of a positive quantity. In fact the integral diverges: for E → −∞ the integrand behaves like

exp(−βE) exp(2πE/w) = exp(−πE/w),

which grows without bound. Lean assigns the value 0 to the integral of a non-integrable function, so the equation is false there too.

The divergence comes from energies far below the top, where a real barrier is no longer parabolic and the reactants have a lowest energy. It marks the end of the parabolic model and not an infinite physical rate. Anharmonicity, coupling to other degrees of freedom and friction are likewise absent from the model.
